# A closed form for s-channel integrals of Gaussian semilocal potentials between off-core s Gaussians

Write $i_0(x)=\sinh(x)/x$ for $x\neq0$, with $i_0(0)=1$. This is the modified spherical Bessel function of order zero. Consider

$$\int_0^\infty r^2e^{-r^2}\,i_0(r)^2\,dr=\int_0^\infty e^{-r^2}\sinh^2 r\,dr .$$

The factor $r^2$ has cancelled both denominators. Since $\sinh^2 r=\tfrac14(e^{2r}+e^{-2r}-2)$ and the integrand is even, the integral is half of one over the whole line. There $e^{-r^2\pm2r}=e\,e^{-(r\mp1)^2}$ integrates to $e\sqrt\pi$, so the value is $\tfrac{\sqrt\pi}{4}(e-1)$. The general case uses the same cancellation and the same completed square.

## The radial integral by hand

For $p>0$ and nonzero real $a,b$, the claim is

$$\int_0^\infty r^2e^{-pr^2}i_0(ar)\,i_0(br)\,dr=\frac{\sqrt\pi}{4p^{3/2}}\,e^{(a^2+b^2)/(4p)}\;i_0\!\left(\frac{ab}{2p}\right).$$

For any real $c$, $-pr^2+cr=-p\left(r-\frac{c}{2p}\right)^2+\frac{c^2}{4p}$, and therefore

$$\int_{-\infty}^{\infty}e^{-pr^2+cr}\,dr=\sqrt{\pi/p}\;e^{c^2/(4p)}.$$

The product of hyperbolic sines is a sum of four exponentials:

$$\sinh(ar)\sinh(br)=\tfrac14\left[e^{(a+b)r}+e^{-(a+b)r}-e^{(a-b)r}-e^{-(a-b)r}\right].$$

Integrating each one against $e^{-pr^2}$, and using $\frac{(a\pm b)^2}{4p}=\frac{a^2+b^2}{4p}\pm\frac{ab}{2p}$, gives $\sqrt{\pi/p}\;e^{(a^2+b^2)/(4p)}\sinh\frac{ab}{2p}$ over the line. The integrand is even, so the half-line carries half of this.

Finally, $r^2i_0(ar)i_0(br)=\sinh(ar)\sinh(br)/(ab)$. Dividing by $ab$ and writing $\sinh\frac{ab}{2p}=\frac{ab}{2p}\,i_0\!\left(\frac{ab}{2p}\right)$ gives the claim.

## From the projector to three centres

A semilocal potential acts on each angular momentum about the core with its own radial function. Its s channel is $U(r)\,|Y_{00}\rangle\langle Y_{00}|$, where $Y_{00}=1/\sqrt{4\pi}$. Projecting a function onto $Y_{00}$ at radius $r$ gives $\sqrt{4\pi}$ times its average over that sphere. The matrix element between two s Gaussians is therefore $4\pi\int_0^\infty r^2U(r)\,S_\alpha(r)\,S_\beta(r)\,dr$, where $S_\alpha,S_\beta$ are the averages of Gaussians with exponents $\alpha,\beta$ centred at distances $A,B$ from the core.

With $t=\cos\theta$ measured from the direction of the Gaussian's centre, the squared distance to that centre is $r^2+A^2-2Art$, so

$$S_\alpha(r)=\tfrac12\int_{-1}^{1}e^{-\alpha(r^2+A^2-2Art)}\,dt=e^{-\alpha(r^2+A^2)}\,i_0(2\alpha Ar),$$

because $\frac12\int_{-1}^1e^{xt}dt=\sinh(x)/x$ for $x\ne0$, and it equals $1$ for $x=0$.

Take $U(r)=\sum_k d_ke^{-\zeta_kr^2}$, a finite sum, and set $p_k=\alpha+\beta+\zeta_k$. Each term is a constant $d_ke^{-\alpha A^2-\beta B^2}$ times the radial integral with $p=p_k$, $a=2\alpha A$, $b=2\beta B$. Since $4\pi\cdot\sqrt\pi/(4p_k^{3/2})=(\pi/p_k)^{3/2}$, the matrix element is

$$\sum_k d_k\left(\frac{\pi}{p_k}\right)^{3/2}\exp\!\left(-\alpha A^2-\beta B^2+\frac{\alpha^2A^2+\beta^2B^2}{p_k}\right)i_0\!\left(\frac{2\alpha\beta AB}{p_k}\right).$$

The Gaussians here have unit height. For normalised orbitals with $\alpha,\beta>0$, multiply by $(2\alpha/\pi)^{3/4}(2\beta/\pi)^{3/4}$. In a Gaussian-basis calculation with an effective core potential, this evaluates the s-channel integrals between off-core s functions without radial quadrature, provided that the radial potential is a sum of pure Gaussians.

## Definitions in Lean

```lean
import Mathlib

open MeasureTheory Set Real

namespace SemilocalThreeCentre

noncomputable section
```

The Bessel function is defined by cases, so that its value at the origin is the limit $1$.

```lean
/-- The modified spherical Bessel function of order zero: `sinh x / x` for `x ≠ 0`,
and `1` at the origin. -/
def i0 (x : ℝ) : ℝ := if x = 0 then 1 else Real.sinh x / x
```

The spherical average is defined as an integral over $t$, the azimuthal angle having been integrated out. The Bessel factor is thus a consequence of the geometry and is not put in by hand.

```lean
/-- The average of a unit-height Gaussian of exponent `α` over the sphere of radius `r` about the
core, for a Gaussian centre at distance `A` from the core; `t` is the cosine of the polar angle. -/
def sAverage (α A r : ℝ) : ℝ :=
  (1 / 2) * ∫ t in (-1 : ℝ)..1, Real.exp (-α * (r ^ 2 + A ^ 2 - 2 * A * r * t))
```

The matrix element takes an arbitrary radial function `U`. Its definition starts from the reduced radial expression; the step from the projector to that expression is the argument given above. Only the distances `A` and `B` enter: the angle between the two centres as seen from the core has no effect in the s channel.

```lean
/-- The s-channel matrix element of a semilocal potential with radial part `U` between two
unit-height s Gaussians with exponents `α`, `β` at distances `A`, `B` from the core. -/
def semilocalS (U : ℝ → ℝ) (α A β B : ℝ) : ℝ :=
  4 * π * ∫ r in Ioi (0 : ℝ), r ^ 2 * U r * sAverage α A r * sAverage β B r
```

## Gaussian integrals with hyperbolic sines

The identity $x\,i_0(x)=\sinh x$ holds at the origin too, and `split_ifs` treats the two cases.

```lean
/-- The Bessel function times its argument is the hyperbolic sine. -/
theorem mul_i0 (x : ℝ) : x * i0 x = Real.sinh x := by
  unfold i0
  split_ifs with h
  · simp [h]
  · field_simp
```

Completing the square is stated as an identity between products of exponentials. The proof merges each product into one exponential and compares exponents.

```lean
/-- Completing the square in a Gaussian times an exponential, for `p > 0`. -/
theorem complete_square {p : ℝ} (hp : 0 < p) (c r : ℝ) :
    Real.exp (-p * r ^ 2) * Real.exp (c * r) =
      Real.exp (c ^ 2 / (4 * p)) * Real.exp (-p * (r - c / (2 * p)) ^ 2) := by
  rw [← Real.exp_add, ← Real.exp_add]
  congr 1
  field_simp
  ring
```

The next theorem gives integrability and the value of the integral. Both come from the centred Gaussian by a shift of the variable. Integrability is recorded because Lean assigns the value 0 to the integral of a non-integrable function.

```lean
/-- For `p > 0`, a Gaussian times an exponential is integrable over the line, and its integral
is `√(π/p) exp (c²/(4p))`. -/
theorem gaussian_exp {p : ℝ} (hp : 0 < p) (c : ℝ) :
    Integrable (fun r : ℝ => Real.exp (-p * r ^ 2) * Real.exp (c * r)) ∧
      ∫ r : ℝ, Real.exp (-p * r ^ 2) * Real.exp (c * r) =
        √(π / p) * Real.exp (c ^ 2 / (4 * p)) := by
  constructor
  · have h := ((integrable_exp_neg_mul_sq hp).comp_sub_right (c / (2 * p))).const_mul
      (Real.exp (c ^ 2 / (4 * p)))
    exact h.congr (Filter.Eventually.of_forall fun r => (complete_square hp c r).symm)
  · simp_rw [complete_square hp c]
    rw [integral_const_mul,
      integral_sub_right_eq_self (fun x : ℝ => Real.exp (-p * x ^ 2)), integral_gaussian]
    ring
```

In the following proof, `hs` is the four-exponential identity, and `v1` to `v4` are the four Gaussian values. The statement `hfull` collects them into the integral over the line. Evenness enters through `integral_comp_abs`, which says that the integral of $f(|x|)$ over the line is twice the integral of $f$ over $r>0$; `he` identifies $f(|x|)$ with $f(x)$. No condition on `a` or `b` is needed at this stage.

```lean
/-- For `p > 0`, a Gaussian times two hyperbolic sines is integrable over the line, and its
integral over `r > 0` is `√(π/p)/2 · exp ((a²+b²)/(4p)) sinh (ab/(2p))`. -/
theorem gaussian_sinh_sinh {p : ℝ} (hp : 0 < p) (a b : ℝ) :
    Integrable (fun r : ℝ => Real.exp (-p * r ^ 2) * (Real.sinh (a * r) * Real.sinh (b * r))) ∧
      ∫ r in Ioi (0 : ℝ), Real.exp (-p * r ^ 2) * (Real.sinh (a * r) * Real.sinh (b * r)) =
        √(π / p) / 2 * Real.exp ((a ^ 2 + b ^ 2) / (4 * p)) * Real.sinh (a * b / (2 * p)) := by
  -- the product of hyperbolic sines is a combination of four exponentials
  have hs : ∀ r : ℝ, Real.exp (-p * r ^ 2) * (Real.sinh (a * r) * Real.sinh (b * r)) =
      (1 / 4) * ((Real.exp (-p * r ^ 2) * Real.exp ((a + b) * r) +
        Real.exp (-p * r ^ 2) * Real.exp (-(a + b) * r)) -
        (Real.exp (-p * r ^ 2) * Real.exp ((a - b) * r) +
        Real.exp (-p * r ^ 2) * Real.exp (-(a - b) * r))) := by
    intro r
    rw [Real.sinh_eq, Real.sinh_eq,
      show (a + b) * r = a * r + b * r by ring, show -(a + b) * r = -(a * r) + -(b * r) by ring,
      show (a - b) * r = a * r + -(b * r) by ring, show -(a - b) * r = -(a * r) + b * r by ring]
    simp only [Real.exp_add]
    ring
  obtain ⟨h1, v1⟩ := gaussian_exp hp (a + b)
  obtain ⟨h2, v2⟩ := gaussian_exp hp (-(a + b))
  obtain ⟨h3, v3⟩ := gaussian_exp hp (a - b)
  obtain ⟨h4, v4⟩ := gaussian_exp hp (-(a - b))
  have h12 : Integrable (fun r : ℝ => Real.exp (-p * r ^ 2) * Real.exp ((a + b) * r) +
      Real.exp (-p * r ^ 2) * Real.exp (-(a + b) * r)) := h1.add h2
  have h34 : Integrable (fun r : ℝ => Real.exp (-p * r ^ 2) * Real.exp ((a - b) * r) +
      Real.exp (-p * r ^ 2) * Real.exp (-(a - b) * r)) := h3.add h4
  constructor
  · exact ((h12.sub h34).const_mul (1 / 4)).congr
      (Filter.Eventually.of_forall fun r => (hs r).symm)
  · -- the integrand is even, so the half-line carries half of the full integral
    have he : ∀ x : ℝ,
        Real.exp (-p * |x| ^ 2) * (Real.sinh (a * |x|) * Real.sinh (b * |x|)) =
        Real.exp (-p * x ^ 2) * (Real.sinh (a * x) * Real.sinh (b * x)) := by
      intro x
      rcases abs_choice x with h | h <;> rw [h]
      simp [Real.sinh_neg]
    have h := integral_comp_abs
      (f := fun r : ℝ => Real.exp (-p * r ^ 2) * (Real.sinh (a * r) * Real.sinh (b * r)))
    have hfull : ∫ r : ℝ, Real.exp (-p * r ^ 2) * (Real.sinh (a * r) * Real.sinh (b * r)) =
        √(π / p) * Real.exp ((a ^ 2 + b ^ 2) / (4 * p)) * Real.sinh (a * b / (2 * p)) := by
      simp_rw [hs]
      rw [integral_const_mul, integral_sub h12 h34, integral_add h1 h2, integral_add h3 h4,
        v1, v2, v3, v4, neg_sq, neg_sq, Real.sinh_eq,
        show (a + b) ^ 2 / (4 * p) = (a ^ 2 + b ^ 2) / (4 * p) + a * b / (2 * p) by ring,
        show (a - b) ^ 2 / (4 * p) = (a ^ 2 + b ^ 2) / (4 * p) + -(a * b / (2 * p)) by ring,
        Real.exp_add, Real.exp_add]
      ring
    simp only [he] at h
    rw [hfull] at h
    linarith
```

## The two-Bessel integral

The power $p^{3/2}$ is first written as $p\sqrt p$, which lets the prefactors be compared algebraically.

```lean
/-- A positive number to the power `3/2` is the number times its square root. -/
theorem rpow_three_halves {p : ℝ} (hp : 0 < p) : p ^ (3 / 2 : ℝ) = p * √p := by
  rw [show (3 / 2 : ℝ) = 1 + 1 / 2 by norm_num, Real.rpow_add hp, Real.rpow_one,
    Real.sqrt_eq_rpow]
```

The theorem `radial_integral` is the claim of the first derivation, together with integrability of the integrand over the whole line. The step `hr` exchanges $r^2$ and the two Bessel functions for hyperbolic sines divided by $ab$, which is where `ha` and `hb` are used. Afterwards `mul_i0` turns the remaining $\sinh(ab/(2p))$ back into a Bessel function.

```lean
/-- The semilocal radial integral with two Bessel factors, for `p > 0` and nonzero `a`, `b`:
the integrand is integrable and the integral over `r > 0` has a closed form. -/
theorem radial_integral {p a b : ℝ} (hp : 0 < p) (ha : a ≠ 0) (hb : b ≠ 0) :
    Integrable (fun r : ℝ => r ^ 2 * Real.exp (-p * r ^ 2) * i0 (a * r) * i0 (b * r)) ∧
      ∫ r in Ioi (0 : ℝ), r ^ 2 * Real.exp (-p * r ^ 2) * i0 (a * r) * i0 (b * r) =
        √π / (4 * p ^ (3 / 2 : ℝ)) * Real.exp ((a ^ 2 + b ^ 2) / (4 * p)) *
          i0 (a * b / (2 * p)) := by
  -- the factor r² turns both Bessel functions into hyperbolic sines
  have hr : ∀ r : ℝ, r ^ 2 * Real.exp (-p * r ^ 2) * i0 (a * r) * i0 (b * r) =
      (a * b)⁻¹ * (Real.exp (-p * r ^ 2) * (Real.sinh (a * r) * Real.sinh (b * r))) := by
    intro r
    have h : (a * b)⁻¹ * (a * b) = 1 := inv_mul_cancel₀ (mul_ne_zero ha hb)
    rw [← mul_i0 (a * r), ← mul_i0 (b * r)]
    linear_combination (-(r ^ 2 * Real.exp (-p * r ^ 2) * i0 (a * r) * i0 (b * r))) * h
  obtain ⟨hi, hv⟩ := gaussian_sinh_sinh hp a b
  simp_rw [hr]
  refine ⟨hi.const_mul _, ?_⟩
  have hq : √p ≠ 0 := (Real.sqrt_pos.mpr hp).ne'
  rw [integral_const_mul, hv, ← mul_i0 (a * b / (2 * p)), rpow_three_halves hp,
    Real.sqrt_div Real.pi_pos.le]
  generalize Real.exp ((a ^ 2 + b ^ 2) / (4 * p)) = E
  generalize i0 (a * b / (2 * p)) = J
  field_simp
  ring
```

The formula itself extends by continuity to $a=0$ or $b=0$, which corresponds to an orbital centred on the core, but the Lean theorems here do not cover that case.

## Averaging and contraction

The average of $e^{x\cos\theta}$ over the sphere is $i_0(x)$. For `x` nonzero the proof rescales the integration variable and integrates the exponential; `x = 0` is handled separately.

```lean
/-- The average of `exp (x cos θ)` over the sphere is the Bessel function `i0 x`. -/
theorem half_integral_exp (x : ℝ) :
    (1 / 2) * ∫ t in (-1 : ℝ)..1, Real.exp (x * t) = i0 x := by
  by_cases hx : x = 0
  · subst hx
    norm_num [i0]
  · rw [intervalIntegral.integral_comp_mul_left Real.exp hx, integral_exp, i0, if_neg hx,
      Real.sinh_eq]
    simp only [smul_eq_mul, mul_one, mul_neg]
    ring
```

In the average of an off-centre Gaussian, the part of the exponent that does not depend on `t` comes out of the integral. What remains is the previous lemma with $x=2\alpha Ar$. The identity holds for all real `α`, `A` and `r`.

```lean
/-- The spherical average of an off-centre Gaussian is a Gaussian factor times `i0 (2αAr)`. -/
theorem sAverage_eq (α A r : ℝ) :
    sAverage α A r = Real.exp (-α * (r ^ 2 + A ^ 2)) * i0 (2 * α * A * r) := by
  have h : ∀ t : ℝ, Real.exp (-α * (r ^ 2 + A ^ 2 - 2 * A * r * t)) =
      Real.exp (-α * (r ^ 2 + A ^ 2)) * Real.exp (2 * α * A * r * t) := by
    intro t
    rw [← Real.exp_add]
    congr 1
    ring
  unfold sAverage
  simp_rw [h]
  rw [intervalIntegral.integral_const_mul, ← half_integral_exp]
  ring
```

The final theorem assembles the matrix element. The finite set `s` indexes the terms of the potential, with coefficients `d k` of either sign and exponents `ζ k`. The hypothesis `hp` requires each total exponent $p_k$ to be positive, so that every term decays as a Gaussian at large $r$; an individual `ζ k` may be negative. The hypotheses `hA` and `hB` place both orbitals off the core. For physical orbitals off the core, the exponents and distances are all positive; apart from `hp`, the theorem asks only that these four numbers be nonzero.

Inside the proof, `hE` merges the three Gaussians into one with the total exponent, and `hr` does this for the whole sum. Integrability from `radial_integral` permits integration term by term, and its closed form is then inserted for each `k`. The last rewriting simplifies the arguments and combines $4\pi$ with the radial prefactor.

```lean
/-- Three-centre s-channel integral in closed form: the potential is a finite sum of Gaussians
`d k exp (-ζ k r²)`, the s Gaussians have nonzero exponents and lie off the core, and each total
exponent `α + β + ζ k` is positive. -/
theorem semilocalS_closed_form {ι : Type*} (s : Finset ι) (d ζ : ι → ℝ) {α A β B : ℝ}
    (hα : α ≠ 0) (hA : A ≠ 0) (hβ : β ≠ 0) (hB : B ≠ 0)
    (hp : ∀ k ∈ s, 0 < α + β + ζ k) :
    semilocalS (fun r => ∑ k ∈ s, d k * Real.exp (-ζ k * r ^ 2)) α A β B =
      ∑ k ∈ s, d k * (π / (α + β + ζ k)) ^ (3 / 2 : ℝ) *
        Real.exp (-α * A ^ 2 - β * B ^ 2 + ((α * A) ^ 2 + (β * B) ^ 2) / (α + β + ζ k)) *
        i0 (2 * α * β * A * B / (α + β + ζ k)) := by
  have ha : 2 * α * A ≠ 0 := mul_ne_zero (mul_ne_zero two_ne_zero hα) hA
  have hb : 2 * β * B ≠ 0 := mul_ne_zero (mul_ne_zero two_ne_zero hβ) hB
  -- the three Gaussians merge into one with the total exponent
  have hr : ∀ r : ℝ, r ^ 2 * (∑ k ∈ s, d k * Real.exp (-ζ k * r ^ 2)) *
      sAverage α A r * sAverage β B r =
      ∑ k ∈ s, (d k * Real.exp (-α * A ^ 2 - β * B ^ 2)) *
        (r ^ 2 * Real.exp (-(α + β + ζ k) * r ^ 2) * i0 (2 * α * A * r) *
          i0 (2 * β * B * r)) := by
    intro r
    rw [sAverage_eq, sAverage_eq, Finset.mul_sum, Finset.sum_mul, Finset.sum_mul]
    refine Finset.sum_congr rfl fun k _ => ?_
    have hE : Real.exp (-ζ k * r ^ 2) * Real.exp (-α * (r ^ 2 + A ^ 2)) *
        Real.exp (-β * (r ^ 2 + B ^ 2)) =
        Real.exp (-α * A ^ 2 - β * B ^ 2) * Real.exp (-(α + β + ζ k) * r ^ 2) := by
      rw [← Real.exp_add, ← Real.exp_add, ← Real.exp_add]
      congr 1
      ring
    linear_combination (r ^ 2 * d k * i0 (2 * α * A * r) * i0 (2 * β * B * r)) * hE
  unfold semilocalS
  simp_rw [hr]
  rw [MeasureTheory.integral_finsetSum s fun k hk =>
    ((radial_integral (hp k hk) ha hb).1.const_mul _).integrableOn, Finset.mul_sum]
  refine Finset.sum_congr rfl fun k hk => ?_
  have hk' := hp k hk
  rw [integral_const_mul, (radial_integral hk' ha hb).2]
  generalize α + β + ζ k = p at hk' ⊢
  rw [show ((2 * α * A) ^ 2 + (2 * β * B) ^ 2) / (4 * p) =
      ((α * A) ^ 2 + (β * B) ^ 2) / p by ring,
    show 2 * α * A * (2 * β * B) / (2 * p) = 2 * α * β * A * B / p by ring,
    Real.div_rpow Real.pi_pos.le hk'.le, rpow_three_halves Real.pi_pos, Real.exp_add]
  ring

end

end SemilocalThreeCentre
```

The theorem is restricted to the s channel, s-type orbitals and pure Gaussian radial terms. Potentials with additional powers of $r$, such as $r^{-1}e^{-\zeta r^2}$, and projectors of higher angular momentum require other radial integrals.

```lean
#print axioms SemilocalThreeCentre.semilocalS_closed_form
```

```
'SemilocalThreeCentre.semilocalS_closed_form' depends on axioms: [propext, Classical.choice, Quot.sound]
```
